# At a configuration of n neighbours lying in the mirror plane, a differentiable mirror-invariant descriptor has a Jacobian of rank at most 2n

## Does a flat environment hide out-of-plane motion to first order?

Let x be a configuration of n neighbours of an atom, with x(i,k) the Cartesian component k = 0, 1, 2 of neighbour i = 0, …, n−1. Component 2 is the height above the plane z = 0, which contains the central atom at the origin. A descriptor F turns x into a vector in ℝ^m, and I assume that F doesn't change when all neighbours are reflected by z → −z.

I believe that if all neighbours lie in the plane and F is differentiable there, F has no first-order response to any out-of-plane displacement. Of the 3n columns of its Jacobian, the n that belong to heights should then vanish, which leaves a rank of at most 2n. The symmetry argument is short, but I would like to see it made rigorous, with the exact hypotheses visible, and checked by machine in Lean. Does the flatness of the configuration really matter, and can the rank 2n be reached?

## The derivative is both even and odd in the heights

Write M for the mirror, which acts on all neighbours at once:

(Mx)(i) = (x(i,0), x(i,1), −x(i,2)).

M is linear, and the invariance of the descriptor reads F(My) = F(y) for every configuration y. Let x be planar, so that x(i,2) = 0 for all i. Then Mx = x. Let D be the derivative of F at x, the linear map with

F(x + h) = F(x) + D(h) + o(‖h‖).

By the chain rule, the composite F∘M has at x the derivative D∘M, because M sends x to itself and is its own derivative. But F∘M is the same function as F, and a function has only one derivative at a point. Hence, for every displacement v,

D(Mv) = D(v).

Now let v be out-of-plane: v(i,0) = v(i,1) = 0 for all i. The mirror reverses it, Mv = −v, and linearity gives

D(v) = D(Mv) = D(−v) = −D(v),

so 2D(v) = 0 and D(v) = 0.

For the rank, let C be the map that reads off the in-plane coordinates, and J the map that puts given in-plane coordinates back at height zero:

(Cv)(i) = (v(i,0), v(i,1)),

(Ju)(i) = (u(i,0), u(i,1), 0).

For any displacement v, the difference JCv − v has only height components, so D annihilates it and D(v) = D(J(Cv)). Every value of D is therefore a value of D∘J, which is a linear map on a space of dimension 2n. Its range, and with it the range of D, has dimension at most 2n.

The bound is reached by C itself. It is mirror invariant, since it ignores heights; it is linear, so it is its own derivative everywhere; and C(Ju) = u shows that it is surjective onto a space of dimension 2n. But C is not invariant under rotations about the z axis. A descriptor that also has this invariance stays below 2n at a planar x with at least one neighbour away from the origin, because D then annihilates the non-zero in-plane displacement v(i) = (−x(i,1), x(i,0), 0) as well. This last remark is not part of the Lean file.

An energy g(F(x)) inherits the result. If g has derivative G at F(x), then for out-of-plane v

d/dt g(F(x + tv)) at t = 0 equals G(D(v)) = G(0) = 0.

Here is the Lean file.

```lean
import Mathlib

open Module

namespace PlanarDescriptor

noncomputable section

/-- Positions (or displacements) of `n` neighbours in three-dimensional space. -/
abbrev Config (n : ℕ) := Fin n → Fin 3 → ℝ

/-- The reflection `z ↦ -z` applied to all neighbours at once. -/
def mirror (n : ℕ) : Config n →L[ℝ] Config n :=
  LinearMap.toContinuousLinearMap
    { toFun := fun x i => ![x i 0, x i 1, -x i 2]
      map_add' := by
        intro x y
        funext i k
        fin_cases k <;> simp
        ring
      map_smul' := by
        intro c x
        funext i k
        fin_cases k <;> simp }

/-- The in-plane coordinates `(x, y)` of all neighbours. -/
def planeCoords (n : ℕ) : Config n →L[ℝ] (Fin n → Fin 2 → ℝ) :=
  LinearMap.toContinuousLinearMap
    { toFun := fun x i => ![x i 0, x i 1]
      map_add' := by
        intro x y
        funext i k
        fin_cases k <;> simp
      map_smul' := by
        intro c x
        funext i k
        fin_cases k <;> simp }

/-- Places neighbours with given in-plane coordinates in the plane `z = 0`. -/
def planeEmbed (n : ℕ) : (Fin n → Fin 2 → ℝ) →ₗ[ℝ] Config n where
  toFun := fun u i => ![u i 0, u i 1, 0]
  map_add' := by
    intro x y
    funext i k
    fin_cases k <;> simp
  map_smul' := by
    intro c x
    funext i k
    fin_cases k <;> simp

/-- All neighbours lie in the plane `z = 0`. -/
def IsPlanar {n : ℕ} (x : Config n) : Prop := ∀ i, x i 2 = 0

/-- Every neighbour is displaced along the `z` axis only. -/
def IsOutOfPlane {n : ℕ} (v : Config n) : Prop := ∀ i, v i 0 = 0 ∧ v i 1 = 0

/-- The sum, over all neighbours, of the squared `z` component. -/
def heightSq {n : ℕ} (x : Config n) : ℝ := ∑ i, (x i 2) ^ 2

theorem mirror_apply {n : ℕ} (x : Config n) (i : Fin n) :
    mirror n x i = ![x i 0, x i 1, -x i 2] := rfl

theorem planeCoords_apply {n : ℕ} (x : Config n) (i : Fin n) :
    planeCoords n x i = ![x i 0, x i 1] := rfl

variable {n : ℕ} {E : Type*} [NormedAddCommGroup E] [NormedSpace ℝ E]

/-- If a descriptor is unchanged by a linear map `S` and the configuration `x` is fixed by `S`,
then the derivative at `x` takes the same value on a displacement and on its image under `S`. -/
theorem derivative_invariant {F : Config n → E} {S : Config n →L[ℝ] Config n}
    (hF : ∀ y, F (S y) = F y) {x : Config n} (hx : S x = x)
    {D : Config n →L[ℝ] E} (hD : HasFDerivAt F D x) (v : Config n) :
    D (S v) = D v := by
  have hD' : HasFDerivAt F D (S x) := by
    rw [hx]
    exact hD
  -- chain rule for the descriptor composed with the symmetry
  have h1 : HasFDerivAt (F ∘ S) (D.comp S) x := hD'.comp x S.hasFDerivAt
  have h2 : F ∘ S = F := funext hF
  rw [h2] at h1
  exact DFunLike.congr_fun (h1.unique hD) v

/-- At a planar configuration the derivative of a mirror-invariant descriptor vanishes on every
out-of-plane displacement. -/
theorem derivative_outOfPlane {F : Config n → E} (hF : ∀ y, F (mirror n y) = F y)
    {x : Config n} (hx : IsPlanar x) {D : Config n →L[ℝ] E} (hD : HasFDerivAt F D x)
    {v : Config n} (hv : IsOutOfPlane v) : D v = 0 := by
  have hfix : mirror n x = x := by
    funext i k
    have h := hx i
    fin_cases k <;> simp [mirror_apply, h]
  have hneg : mirror n v = -v := by
    funext i k
    have h0 := (hv i).1
    have h1 := (hv i).2
    fin_cases k <;> simp [mirror_apply, h0, h1]
  -- the derivative is both even and odd on such displacements
  have h := derivative_invariant hF hfix hD v
  rw [hneg, map_neg] at h
  have h2 : (2 : ℝ) • D v = 0 := by
    rw [two_smul]
    exact eq_neg_iff_add_eq_zero.mp h.symm
  exact (smul_eq_zero.mp h2).resolve_left two_ne_zero

/-- At a planar configuration of `n` neighbours, the derivative of a mirror-invariant descriptor
annihilates all out-of-plane displacements and has rank at most `2 n`. -/
theorem planar_jacobian {F : Config n → E} (hF : ∀ y, F (mirror n y) = F y)
    {x : Config n} (hx : IsPlanar x) {D : Config n →L[ℝ] E} (hD : HasFDerivAt F D x) :
    (∀ v, IsOutOfPlane v → D v = 0) ∧
      finrank ℝ (LinearMap.range (D : Config n →ₗ[ℝ] E)) ≤ 2 * n := by
  refine ⟨fun v hv => derivative_outOfPlane hF hx hD hv, ?_⟩
  -- every value of the derivative is reached by an in-plane displacement
  have hle : LinearMap.range (D : Config n →ₗ[ℝ] E) ≤
      LinearMap.range ((D : Config n →ₗ[ℝ] E).comp (planeEmbed n)) := by
    rintro _ ⟨v, rfl⟩
    refine ⟨planeCoords n v, ?_⟩
    have hout : IsOutOfPlane (planeEmbed n (planeCoords n v) - v) := by
      intro i
      constructor <;> simp [planeEmbed, planeCoords_apply]
    have h := derivative_outOfPlane hF hx hD hout
    rw [map_sub] at h
    exact sub_eq_zero.mp h
  have hdim : finrank ℝ (Fin n → Fin 2 → ℝ) = 2 * n := by
    rw [Module.finrank_pi_fintype]
    simp [mul_comm]
  calc finrank ℝ (LinearMap.range (D : Config n →ₗ[ℝ] E))
      ≤ finrank ℝ (LinearMap.range ((D : Config n →ₗ[ℝ] E).comp (planeEmbed n))) :=
        Submodule.finrank_mono hle
    _ ≤ finrank ℝ (Fin n → Fin 2 → ℝ) := LinearMap.finrank_range_le _
    _ = 2 * n := hdim

/-- If a mirror-invariant descriptor `F` is differentiable at a planar configuration `x`, and `g` is
differentiable at `F x`, then the energy `g (F x)` has zero slope at `x` along every out-of-plane
displacement. -/
theorem energy_slope_outOfPlane {F : Config n → E} (hF : ∀ y, F (mirror n y) = F y)
    {x : Config n} (hx : IsPlanar x) {D : Config n →L[ℝ] E} (hD : HasFDerivAt F D x)
    {g : E → ℝ} {G : E →L[ℝ] ℝ} (hg : HasFDerivAt g G (F x))
    {v : Config n} (hv : IsOutOfPlane v) :
    HasDerivAt (fun t : ℝ => g (F (x + t • v))) 0 0 := by
  have hl : HasDerivAt (fun t : ℝ => x + t • v) ((1 : ℝ) • v) 0 :=
    ((hasDerivAt_id' (0 : ℝ)).smul_const v).const_add x
  have hc : HasFDerivAt (g ∘ F) (G.comp D) (x + (0 : ℝ) • v) := by
    rw [zero_smul, add_zero]
    exact hg.comp x hD
  have h := HasFDerivAt.comp_hasDerivAt (f := fun t : ℝ => x + t • v) (0 : ℝ) hc hl
  have h0 := derivative_outOfPlane hF hx hD hv
  exact h.congr_deriv (by simp [h0])

/-- The list of in-plane coordinates is a mirror-invariant descriptor whose derivative has rank
exactly `2 n` at every configuration. -/
theorem planeCoords_rank (n : ℕ) :
    (∀ y, planeCoords n (mirror n y) = planeCoords n y) ∧
    (∀ x, HasFDerivAt (planeCoords n) (planeCoords n) x) ∧
    finrank ℝ (LinearMap.range
      (planeCoords n : Config n →ₗ[ℝ] (Fin n → Fin 2 → ℝ))) = 2 * n := by
  refine ⟨?_, fun x => (planeCoords n).hasFDerivAt, ?_⟩
  · intro y
    funext i k
    fin_cases k <;> simp [planeCoords_apply, mirror_apply]
  · have hs : LinearMap.range
        (planeCoords n : Config n →ₗ[ℝ] (Fin n → Fin 2 → ℝ)) = ⊤ := by
      rw [LinearMap.range_eq_top]
      intro u
      refine ⟨planeEmbed n u, ?_⟩
      funext i k
      fin_cases k <;> rfl
    rw [hs, finrank_top, Module.finrank_pi_fintype]
    simp [mul_comm]

/-- The sum of squared heights is mirror invariant, and its slope at `x` along a displacement `v`
is twice the sum of the products of the `z` components of `x` and `v`. -/
theorem heightSq_slope (x v : Config n) :
    (∀ y : Config n, heightSq (mirror n y) = heightSq y) ∧
    HasDerivAt (fun t : ℝ => heightSq (x + t • v)) (2 * ∑ i, x i 2 * v i 2) 0 := by
  constructor
  · intro y
    simp [heightSq, mirror_apply]
  · have h : ∀ i ∈ (Finset.univ : Finset (Fin n)),
        HasDerivAt (fun t : ℝ => (x i 2 + t * v i 2) ^ 2) (2 * (x i 2 * v i 2)) 0 := by
      intro i _
      have h1 := (((hasDerivAt_id' (0 : ℝ)).mul_const (v i 2)).const_add (x i 2)).fun_pow 2
      exact h1.congr_deriv (by simp; ring)
    rw [Finset.mul_sum]
    exact HasDerivAt.fun_sum h

end

end PlanarDescriptor
```

```lean
#print axioms PlanarDescriptor.planar_jacobian
#print axioms PlanarDescriptor.energy_slope_outOfPlane
#print axioms PlanarDescriptor.planeCoords_rank
#print axioms PlanarDescriptor.heightSq_slope
```

```
'PlanarDescriptor.planar_jacobian' depends on axioms: [propext, Classical.choice, Quot.sound]
'PlanarDescriptor.energy_slope_outOfPlane' depends on axioms: [propext, Classical.choice, Quot.sound]
'PlanarDescriptor.planeCoords_rank' depends on axioms: [propext, Classical.choice, Quot.sound]
'PlanarDescriptor.heightSq_slope' depends on axioms: [propext, Classical.choice, Quot.sound]
```

## What the theorems say about a descriptor

The central theorem is `planar_jacobian`. In words: if F is unchanged by the mirror, x is planar and F has derivative D at x, then D is zero on every out-of-plane displacement, and the range of D has dimension at most 2n.

The Lean objects correspond to the physics as follows.

- `Config n` is the space of functions `Fin n → Fin 3 → ℝ`. It serves for positions and for displacements. The neighbours are labelled, and invariance under their permutation is not assumed.
- `mirror n`, `planeCoords n` and `planeEmbed n` are M, C and J.
- `IsPlanar x` and `IsOutOfPlane v` are the two coordinate conditions used above.
- `E` is any real normed space, with ℝ^m as a special case. The range of D is finite-dimensional in any case, because `Config n` is, so `finrank` is the ordinary rank.
- `HasFDerivAt F D x` says that D is the derivative of F at x. Differentiability is needed at that one configuration and nowhere else.

The hypothesis `hF` is a condition on the descriptor, motivated by a physical fact: without an external field or a substrate, the Coulomb interactions between nuclei and electrons give a configuration and its mirror image the same energy. A substrate treated as a fixed background on one side of the plane breaks this symmetry, and a descriptor that records the side no longer satisfies `hF`.

The model has one central atom, held at the origin, and a fixed number of neighbours. F must be defined on all of `Config n`, including configurations with coinciding atoms, although it may behave badly there.

For simulation practice, `energy_slope_outOfPlane` means that a potential built as a differentiable function of a mirror-invariant descriptor, itself differentiable at the flat configuration, gives a single flat environment no energy slope along out-of-plane displacements of its neighbours, whatever parameters were fitted. The theorem concerns the slope alone. The curvature may have either sign, so a flat layer can still be unstable against buckling.

## One neighbour, on and off the plane

For n = 1 and a descriptor with values in ℝ^m, the Jacobian is an m × 3 matrix. When the neighbour lies in the plane, the third column is zero and the rank is at most 2. For n = 0 there is only one configuration, and both sides of the bound are 0.

Flatness does matter. The sum of squared heights,

H(x) = Σᵢ x(i,2)²,

is mirror invariant, and `heightSq_slope` gives its slope at any configuration x along any displacement v:

2 Σᵢ x(i,2) v(i,2).

At a planar x this vanishes, as it must. For one neighbour at (0, 0, 1), displaced along (0, 0, 1), it equals 2, so the derivative no longer annihilates out-of-plane displacements.

The rank bound fails at the same point for a slightly larger descriptor, by a short calculation that the file does not contain. Take F(x) = (x(0,0), x(0,1), x(0,2)²). It is mirror invariant, and its Jacobian at (0, 0, 1) is diagonal with entries 1, 1, 2. The rank is 3, which exceeds 2n = 2.

## How the Lean proof follows the symmetry argument

The lemmas `mirror_apply` and `planeCoords_apply` state the coordinate formulas for M and C, so that later steps can compute with them.

`derivative_invariant` is the chain-rule step, proved for any continuous linear map `S` that leaves F unchanged and fixes x. The chain rule needs the derivative of F at `S x`, and `hD'` supplies it by rewriting `S x` as x. Then `h1` is the derivative of the composite, `h2` identifies the composite with F, and `h1.unique hD` equates the two derivatives. Evaluating them at v gives D(Sv) = D(v).

`derivative_outOfPlane` applies this to the mirror. The facts Mx = x and Mv = −v are `hfix` and `hneg`, each checked component by component with `fin_cases k`. After rewriting, the hypothesis `h` reads −D(v) = D(v). The proof turns this into 2D(v) = 0 and concludes that D(v) = 0, since the scalar 2 is not zero.

`planar_jacobian` takes its first half from that lemma. For the rank, `hle` states that the range of D is contained in the range of D∘J. Given a value D(v), the proof offers Cv as the in-plane coordinates that produce it; `hout` confirms that JCv − v is out-of-plane, and linearity then gives D(JCv) = D(v). The dimension 2n of the coordinate space is `hdim`. The closing `calc` chains three comparisons: a subspace has no larger dimension than the space that contains it, the range of a linear map has no larger dimension than its domain, and the domain here has dimension 2n.

`energy_slope_outOfPlane` differentiates along the line x + tv. The line has velocity v at t = 0 (`hl`), the energy has derivative G∘D there (`hc`), and their composition has slope G(D(v)). Since `h0` says that D(v) = 0, the slope is zero.

`planeCoords_rank` proves the three statements that make C an example with the largest possible rank: it is mirror invariant, it is its own derivative at every configuration, and its range has dimension exactly 2n. For the last, `hs` shows that the range is the whole target space, with Ju as the preimage of u.

`heightSq_slope` first checks the invariance, which holds because squaring removes the sign of a height. It then differentiates each term (x(i,2) + t v(i,2))² at t = 0, which gives 2 x(i,2) v(i,2), and `HasDerivAt.fun_sum` adds the terms.
